# M1 strengths from a p² 1D2 level mixed with 3P2: the ratio to 3P2 and 3P1 is 3 cos²θ

An ion with a p² ground configuration, such as doubly ionised oxygen, has forbidden lines from 1D2 down to 3P2 and 3P1. The nonrelativistic magnetic dipole operator L + 2S does not change the total spin. With this operator, the M1 part of these lines comes from the mixing of 1D2 with 3P2 by spin-orbit coupling; small relativistic corrections to the operator are left out here. How is the strength shared between the two lines?

Let the upper level be cos θ |1D2⟩ + sin θ |3P2⟩, and let the lower J = 2 level be its orthogonal partner. Within this two-level mixing model, the line strengths, summed over magnetic substates and in units of the squared Bohr magneton, are (15/2) cos²θ sin²θ to 3P2 and (5/2) sin²θ to 3P1. For sin θ ≠ 0 their ratio is 3 cos²θ, which tends to 3 for weak mixing.

In Lean 4 with Mathlib:

```lean
import Mathlib

open Matrix
open scoped Kronecker

namespace SpinOneLineStrengths

noncomputable section
```

## Two spin-1 vectors in Cartesian form

The triplet states of p² have L = 1 and S = 1, so they span C³ ⊗ C³. With ħ = 1, the Cartesian spin-1 matrices are s_a = −i ε_a, where (ε_a)_bc = ε_abc. The axes are numbered 0, 1, 2, and `a + 1` wraps around.

```lean
/-- Product basis of two Cartesian spin-1 spaces. -/
abbrev Idx := Fin 3 × Fin 3

/-- The Levi-Civita symbol, as a matrix in its last two indices. -/
def eps (a : Fin 3) : Matrix (Fin 3) (Fin 3) ℤ :=
  Matrix.of fun b c => if b = a + 1 ∧ c = a + 2 then 1
    else if b = a + 2 ∧ c = a + 1 then -1 else 0
```

The orbital and spin operators act on separate factors:

L_a = s_a ⊗ 1, S_a = 1 ⊗ s_a, J_a = L_a + S_a.

Apart from the factor −i, all entries are integers. The file keeps the integer matrices separate and uses `toC` to read them over the complex numbers.

```lean
/-- The Levi-Civita matrix on the first factor. -/
def epsL (a : Fin 3) : Matrix Idx Idx ℤ := eps a ⊗ₖ (1 : Matrix (Fin 3) (Fin 3) ℤ)

/-- The Levi-Civita matrix on the second factor. -/
def epsS (a : Fin 3) : Matrix Idx Idx ℤ := (1 : Matrix (Fin 3) (Fin 3) ℤ) ⊗ₖ eps a

/-- An integer matrix read as a complex matrix. -/
def toC : Matrix Idx Idx ℤ →+* Matrix Idx Idx ℂ := (Int.castRingHom ℂ).mapMatrix

/-- Orbital angular momentum `L_a = -i ε_a ⊗ 1`. -/
def orb (a : Fin 3) : Matrix Idx Idx ℂ := (-Complex.I) • toC (epsL a)

/-- Spin `S_a = 1 ⊗ (-i ε_a)`. -/
def spin (a : Fin 3) : Matrix Idx Idx ℂ := (-Complex.I) • toC (epsS a)

/-- Total angular momentum `J_a = L_a + S_a`. -/
def total (a : Fin 3) : Matrix Idx Idx ℂ := orb a + spin a
```

## Projectors onto J = 0, 1, 2

Let X exchange the two factors, and let K have entries K_(bc),(de) = δ_bc δ_de. These are `exch` and `scal`. The scalar, antisymmetric and symmetric traceless parts of a two-index tensor are selected by

P₀ = K/3, P₁ = (1 − X)/2, P₂ = (1 + X)/2 − K/3.

`projNum` holds 6P_J, which is again an integer matrix.

```lean
/-- Exchange of the two factors. -/
def exch : Matrix Idx Idx ℤ := Matrix.of fun p q => if p.1 = q.2 ∧ p.2 = q.1 then 1 else 0

/-- Three times the projector on the scalar product of the two vectors. -/
def scal : Matrix Idx Idx ℤ := Matrix.of fun p q => if p.1 = p.2 ∧ q.1 = q.2 then 1 else 0

/-- Six times the scalar, antisymmetric and symmetric traceless projectors. -/
def projNum : Fin 3 → Matrix Idx Idx ℤ :=
  ![(2 : ℤ) • scal, (3 : ℤ) • (1 - exch), (3 : ℤ) • (1 + exch) - (2 : ℤ) • scal]

/-- The projectors `P_0`, `P_1`, `P_2`: scalar, antisymmetric, symmetric traceless. -/
def proj (J : Fin 3) : Matrix Idx Idx ℂ := (1 / 6 : ℂ) • toC (projNum J)
```

Two lemmas carry integer identities over to the complex matrices.

```lean
/-- Integer multiples stay multiples when read over the complex numbers. -/
theorem toC_smul (n : ℤ) (X : Matrix Idx Idx ℤ) : toC (n • X) = (n : ℂ) • toC X := by
  ext i j
  exact Int.cast_mul n (X i j)

/-- The total angular momentum in terms of Levi-Civita matrices. -/
theorem total_eq (a : Fin 3) : total a = (-Complex.I) • toC (epsL a + epsS a) := by
  simp only [total, orb, spin, map_add, smul_add]
```

Contracting Levi-Civita symbols gives [ε_a, ε_(a+1)] = −ε_(a+2) and Σ_a ε_a² = −2. Multiplying by (−i)² = −1 yields

[s_a, s_(a+1)] = i s_(a+2), Σ_a s_a² = 2.

Operators on different factors commute. In the proof, `decide +kernel` evaluates the integer identities entry by entry, and the remaining steps restore the factors of −i.

```lean
/-- `L` and `S` are commuting angular momenta with `L² = S² = 2`. -/
theorem spin_algebra :
    (∀ a, orb a * orb (a + 1) - orb (a + 1) * orb a = Complex.I • orb (a + 2)) ∧
    (∀ a, spin a * spin (a + 1) - spin (a + 1) * spin a = Complex.I • spin (a + 2)) ∧
    (∀ a b, orb a * spin b = spin b * orb a) ∧
    ∑ a, orb a * orb a = (2 : ℂ) • 1 ∧ ∑ a, spin a * spin a = (2 : ℂ) • 1 := by
  have h1 : ∀ a, epsL a * epsL (a + 1) - epsL (a + 1) * epsL a
      = (-1 : ℤ) • epsL (a + 2) := by decide +kernel
  have h2 : ∀ a, epsS a * epsS (a + 1) - epsS (a + 1) * epsS a
      = (-1 : ℤ) • epsS (a + 2) := by decide +kernel
  have h3 : ∀ a b, epsL a * epsS b = epsS b * epsL a := by decide +kernel
  have h4 : ∑ a, epsL a * epsL a = (-2 : ℤ) • 1 := by decide +kernel
  have h5 : ∑ a, epsS a * epsS a = (-2 : ℤ) • 1 := by decide +kernel
  refine ⟨fun a => ?_, fun a => ?_, fun a b => ?_, ?_, ?_⟩ <;>
    simp only [orb, spin, smul_mul_assoc, mul_smul_comm, smul_smul, ← smul_sub,
      ← Finset.smul_sum, ← map_mul toC, ← map_sub toC, ← map_sum toC, h1, h2, h3, h4, h5,
      toC_smul, map_one] <;>
    congr 1 <;> simp
```

From X² = 1, K² = 3K and XK = KX = K it follows that the P_J are idempotent and mutually orthogonal. They are Hermitian and sum to 1.

```lean
/-- The `P_J` are Hermitian, idempotent, mutually orthogonal and sum to one. -/
theorem proj_orthogonal :
    (∀ J, (proj J)ᴴ = proj J) ∧ (∀ J, proj J * proj J = proj J) ∧
    (∀ J K, J ≠ K → proj J * proj K = 0) ∧ ∑ J, proj J = 1 := by
  have h1 : ∀ J, (projNum J)ᵀ = projNum J := by decide +kernel
  have h2 : ∀ J, projNum J * projNum J = (6 : ℤ) • projNum J := by decide +kernel
  have h3 : ∀ J K, J ≠ K → projNum J * projNum K = 0 := by decide +kernel
  have h4 : ∑ J, projNum J = (6 : ℤ) • 1 := by decide +kernel
  refine ⟨fun J => ?_, fun J => ?_, fun J K hJK => ?_, ?_⟩
  · ext i j
    have e : projNum J j i = projNum J i j := congrFun (congrFun (h1 J) i) j
    simp [proj, toC, Matrix.conjTranspose_apply, e]
  · rw [proj, smul_mul_smul_comm, ← map_mul toC, h2, toC_smul, smul_smul]
    congr 1
    norm_num
  · rw [proj, proj, smul_mul_smul_comm, ← map_mul toC, h3 J K hJK, map_zero, smul_zero]
  · simp only [proj, ← Finset.smul_sum, ← map_sum toC, h4, toC_smul, map_one, smul_smul]
    norm_num
```

To see that J labels total angular momentum, contract once more:

L·S = Σ_a s_a ⊗ s_a = X − K, hence J² = 4 + 2(X − K).

The pair (X, K) takes the values (1, 3), (−1, 0) and (1, 0) on the three ranges, so J² is 0, 2 and 6, which is J(J+1). Exchange swaps L_a and S_a and leaves J_a alone, while K is a multiple of the projector on a rotation-invariant vector. Each P_J therefore commutes with J_a.

```lean
/-- `P_J` commutes with the total angular momentum, and `J²` is `J(J+1)` on its range. -/
theorem proj_total (J : Fin 3) :
    (∀ a, total a * proj J = proj J * total a) ∧
    (∑ a, total a * total a) * proj J = (((J : ℕ) : ℂ) * (((J : ℕ) : ℂ) + 1)) • proj J := by
  have h1 : ∀ a J, (epsL a + epsS a) * projNum J = projNum J * (epsL a + epsS a) := by
    decide +kernel
  have h2 : ∀ J : Fin 3, (∑ a, (epsL a + epsS a) * (epsL a + epsS a)) * projNum J
      = (-(((J : ℕ) : ℤ) * (((J : ℕ) : ℤ) + 1))) • projNum J := by decide +kernel
  constructor
  · intro a
    rw [total_eq, proj, smul_mul_smul_comm, smul_mul_smul_comm, ← map_mul toC,
      ← map_mul toC, h1, mul_comm (-Complex.I)]
  · simp only [total_eq, proj, smul_mul_assoc, mul_smul_comm, smul_smul,
      ← Finset.smul_sum, ← map_mul toC, ← map_sum toC, h2, toC_smul]
    congr 1
    push_cast
    linear_combination (-(1 / 6 : ℂ) * ((J : ℕ) : ℂ) * (((J : ℕ) : ℂ) + 1)) * Complex.I_sq
```

## Spin inside the J = 2 level

Since XP₂ = P₂X = P₂ and X S_a X = L_a,

P₂ S_a P₂ = P₂ L_a P₂.

The two sides add up to P₂ J_a P₂ = J_a P₂, so each is half of it:

P₂ S_a P₂ = ½ J_a P₂.

This is the Landé projection for L = S = 1 and J = 2, the one case needed here.

```lean
/-- Landé projection: within `J = 2` the spin acts as half the total angular momentum. -/
theorem lande (a : Fin 3) :
    proj 2 * spin a * proj 2 = (1 / 2 : ℂ) • (total a * proj 2) := by
  have h : ∀ a, projNum 2 * epsS a * projNum 2
      = (3 : ℤ) • ((epsL a + epsS a) * projNum 2) := by decide +kernel
  rw [total_eq]
  simp only [proj, spin, smul_mul_assoc, mul_smul_comm, smul_smul, ← map_mul toC, h, toC_smul]
  congr 1
  push_cast
  ring
```

## The two spin traces

On J = 2, S·J = S² + L·S = 2 + 1 = 3. The traces of 1, X and K are 9, 3 and 3, so tr P₂ = 6 − 1 = 5. The Landé projection then gives

Σ_a tr(P₂ S_a P₂ S_a) = ½ tr(S·J P₂) = ½ · 3 · 5 = 15/2.

For the other trace, insert P₀ + P₁ + P₂ = 1:

Σ_J Σ_a tr(P₂ S_a P_J S_a) = tr(P₂ S²) = 2 · 5 = 10.

The J = 0 term vanishes. On the scalar state w, J_a w = 0 gives L_a w = −S_a w, so exchange reverses the sign of S_a w. That vector is antisymmetric, and P₂ removes it. Hence

Σ_a tr(P₂ S_a P₁ S_a) = 10 − 15/2 = 5/2.

In the code, `hSJ`, `h5` and `h0` are these three inputs, and `hterm` is the closure step.

```lean
/-- The spin strength within `J = 2` is 15/2, and between `J = 2` and `J = 1` it is 5/2. -/
theorem spin_strengths :
    ∑ a, trace (proj 2 * spin a * proj 2 * spin a) = 15 / 2 ∧
    ∑ a, trace (proj 2 * spin a * proj 1 * spin a) = 5 / 2 := by
  have h5 : trace (proj 2) = 5 := by
    have htr : trace (toC (projNum 2)) = ((trace (projNum 2) : ℤ) : ℂ) := by
      simp [toC, Matrix.trace]
    have h30 : trace (projNum 2) = 30 := by decide +kernel
    rw [proj, trace_smul, htr, h30, smul_eq_mul]
    norm_num
  -- S·J = 3 on the J = 2 level
  have hSJ : (∑ a, spin a * total a) * proj 2 = (3 : ℂ) • proj 2 := by
    have h : (∑ a, epsS a * (epsL a + epsS a)) * projNum 2 = (-3 : ℤ) • projNum 2 := by
      decide +kernel
    simp only [total_eq, spin, proj, smul_mul_assoc, mul_smul_comm, smul_smul,
      ← Finset.smul_sum, ← map_mul toC, ← map_sum toC, h, toC_smul]
    congr 1
    push_cast
    linear_combination (-1 / 2 : ℂ) * Complex.I_sq
  have hJ : ∀ a, trace (proj 2 * spin a * proj 2 * spin a)
      = (1 / 2 : ℂ) * trace (spin a * total a * proj 2) := by
    intro a
    rw [lande, smul_mul_assoc, trace_smul, smul_eq_mul, trace_mul_comm, mul_assoc]
  have first : ∑ a, trace (proj 2 * spin a * proj 2 * spin a) = 15 / 2 := by
    rw [Finset.sum_congr rfl fun a _ => hJ a, ← Finset.mul_sum, ← trace_sum,
      ← Finset.sum_mul, hSJ, trace_smul, h5, smul_eq_mul]
    norm_num
  refine ⟨first, ?_⟩
  -- closure over J, where J = 0 is not reached from J = 2
  have h0 : ∀ a, proj 2 * spin a * proj 0 = 0 := by
    have h : ∀ a, projNum 2 * epsS a * projNum 0 = 0 := by decide +kernel
    intro a
    simp only [proj, spin, smul_mul_assoc, mul_smul_comm, ← map_mul toC, h, map_zero, smul_zero]
  have e : proj 1 = 1 - proj 0 - proj 2 := by
    rw [← proj_orthogonal.2.2.2, Fin.sum_univ_three]
    abel
  have hterm : ∀ a, trace (proj 2 * spin a * proj 1 * spin a)
      = trace (proj 2 * (spin a * spin a)) - trace (proj 2 * spin a * proj 2 * spin a) := by
    intro a
    rw [e, mul_sub, mul_sub, h0, mul_one, sub_zero, sub_mul, trace_sub,
      mul_assoc (proj 2) (spin a) (spin a)]
  rw [Finset.sum_congr rfl fun a _ => hterm a, Finset.sum_sub_distrib, first,
    ← trace_sum, ← Finset.mul_sum, spin_algebra.2.2.2.2, mul_smul_comm, mul_one,
    trace_smul, h5, smul_eq_mul]
  norm_num
```

## Moment, mixed levels and line strength

The singlet states get a second copy of C³ ⊗ C³, whose factors are now the orbitals of the two electrons. Its J = 2 part is 1D2. Its antisymmetric part is forbidden by the Pauli principle for a singlet and is never used. The moment, in Bohr magnetons, up to sign and with spin g-factor 2, is

M_a = J_a on the singlet copy (J = l₁ + l₂), M_a = L_a + 2S_a = J_a + S_a on the triplet copy.

The zero off-diagonal blocks of `moment` encode conservation of total spin.

```lean
/-- Magnetic moment of p² in Bohr magnetons, up to sign: `l₁ + l₂` on the singlet
copy and `L + 2S` on the triplet copy. -/
def moment (a : Fin 3) : Matrix (Idx ⊕ Idx) (Idx ⊕ Idx) ℂ :=
  fromBlocks (total a) 0 0 (orb a + (2 : ℂ) • spin a)
```

The mixed level cos θ |1D2⟩ + sin θ |3P2⟩ has a projector Q(θ) with blocks

cos²θ P₂, cos θ sin θ P₂, cos θ sin θ P₂, sin²θ P₂.

The angle is a free real parameter, standing for the effect of spin-orbit coupling. 3P1 stays unmixed because p² has only one J = 1 level.

```lean
/-- Projector on the level `cos θ |1D2⟩ + sin θ |3P2⟩`. -/
def level (θ : ℝ) : Matrix (Idx ⊕ Idx) (Idx ⊕ Idx) ℂ :=
  fromBlocks (((Real.cos θ : ℂ) ^ 2) • proj 2) (((Real.cos θ : ℂ) * (Real.sin θ : ℂ)) • proj 2)
    (((Real.cos θ : ℂ) * (Real.sin θ : ℂ)) • proj 2) (((Real.sin θ : ℂ) ^ 2) • proj 2)

/-- Projector on the level 3P1. -/
def threeP1 : Matrix (Idx ⊕ Idx) (Idx ⊕ Idx) ℂ := fromBlocks 0 0 0 (proj 1)
```

The line strength between levels with projectors Q and R is Σ_a tr(Q M_a R M_a), which sums over all magnetic substates.

```lean
/-- M1 line strength between two levels given by their projectors. -/
def lineStrength (Q R : Matrix (Idx ⊕ Idx) (Idx ⊕ Idx) ℂ) : ℂ :=
  ∑ a, trace (Q * moment a * R * moment a)
```

Advancing θ by π/2 turns (cos θ, sin θ) into (−sin θ, cos θ), the orthogonal partner. In the block products, cos²θ + sin²θ = 1 gives Q(θ)² = Q(θ), while the terms of Q(θ) Q(θ + π/2) cancel in pairs.

```lean
/-- `level θ` is idempotent, and its product with `level (θ + π/2)` is zero. -/
theorem level_projector (θ : ℝ) :
    level θ * level θ = level θ ∧ level θ * level (θ + Real.pi / 2) = 0 := by
  have idem := proj_orthogonal.2.1 2
  have h : (Real.cos θ : ℂ) ^ 2 + (Real.sin θ : ℂ) ^ 2 = 1 := by
    exact_mod_cast Real.cos_sq_add_sin_sq θ
  constructor
  · simp only [level, fromBlocks_multiply, smul_mul_smul_comm, idem, ← add_smul]
    congr 2
    · linear_combination (Real.cos θ : ℂ) ^ 2 * h
    · linear_combination (Real.cos θ : ℂ) * (Real.sin θ : ℂ) * h
    · linear_combination (Real.cos θ : ℂ) * (Real.sin θ : ℂ) * h
    · linear_combination (Real.sin θ : ℂ) ^ 2 * h
  · simp only [level, Real.cos_add_pi_div_two, Real.sin_add_pi_div_two,
      Complex.ofReal_neg, fromBlocks_multiply, smul_mul_smul_comm, idem]
    refine Eq.trans ?_ Matrix.fromBlocks_zero
    congr 1 <;> module
```

## The total angular momentum drops out

For 3P1 only the triplet block contributes, with weight sin²θ. Since P₂ J_a P₁ = J_a P₂ P₁ = 0, and likewise with 1 and 2 exchanged, J_a + S_a reduces to S_a:

strength to 3P1 = sin²θ · 5/2.

For the 3P2 partner, write ⟨A, B⟩ = tr(P₂ A P₂ B). The four block terms share the factor cos²θ sin²θ and combine, for each a, to

⟨J, J⟩ − ⟨J+S, J⟩ − ⟨J, J+S⟩ + ⟨J+S, J+S⟩ = ⟨S, S⟩.

Summing over a gives

strength to 3P2 = cos²θ sin²θ · 15/2 = 3 cos²θ · (strength to 3P1).

The theorem states this as a product, so it also holds at sin θ = 0, where both strengths vanish. The steps `z1` to `z3` remove J_a in the first case, and `ring` performs the cancellation in the second.

```lean
/-- The M1 strength from the mixed 1D2 level to 3P1 is `(5/2) sin² θ`, and the strength
to its orthogonal 3P2 partner is `3 cos² θ` times as large. -/
theorem m1_strengths (θ : ℝ) :
    lineStrength (level θ) threeP1 = 5 / 2 * (Real.sin θ : ℂ) ^ 2 ∧
    lineStrength (level θ) (level (θ + Real.pi / 2))
      = 3 * (Real.cos θ : ℂ) ^ 2 * lineStrength (level θ) threeP1 := by
  have hM : ∀ a, orb a + (2 : ℂ) • spin a = total a + spin a := by
    intro a
    rw [total]
    module
  have htr : ∀ A B C D : Matrix Idx Idx ℂ,
      trace (fromBlocks A B C D) = trace A + trace D := by
    intro A B C D
    simp [Matrix.trace, Fintype.sum_sum_type]
  have hB : lineStrength (level θ) threeP1 = 5 / 2 * (Real.sin θ : ℂ) ^ 2 := by
    have ht : ∀ a, trace (level θ * moment a * threeP1 * moment a)
        = (Real.sin θ : ℂ) ^ 2 * trace (proj 2 * spin a * proj 1 * spin a) := by
      intro a
      -- the total angular momentum does not connect J = 2 with J = 1
      have z1 : proj 2 * total a * proj 1 = 0 := by
        rw [← (proj_total 2).1 a, mul_assoc, proj_orthogonal.2.2.1 2 1 (by decide), mul_zero]
      have z2 : trace (proj 2 * spin a * proj 1 * total a) = 0 := by
        rw [mul_assoc, ← (proj_total 1).1 a, ← mul_assoc, trace_mul_comm, ← mul_assoc,
          ← mul_assoc, proj_orthogonal.2.2.1 1 2 (by decide), zero_mul, zero_mul, trace_zero]
      have z3 : trace (proj 2 * (total a + spin a) * proj 1 * (total a + spin a))
          = trace (proj 2 * spin a * proj 1 * spin a) := by
        rw [mul_add (proj 2), add_mul, z1, zero_add, mul_add, trace_add, z2, zero_add]
      rw [← z3]
      simp only [level, threeP1, moment, hM, fromBlocks_multiply, htr, mul_zero, zero_mul,
        add_zero, zero_add, smul_mul_assoc, trace_smul, trace_zero, smul_eq_mul]
    rw [lineStrength, Finset.sum_congr rfl fun a _ => ht a, ← Finset.mul_sum, spin_strengths.2]
    ring
  refine ⟨hB, ?_⟩
  -- the total angular momentum cancels between singlet and triplet parts
  have ht : ∀ a, trace (level θ * moment a * level (θ + Real.pi / 2) * moment a)
      = ((Real.cos θ : ℂ) ^ 2 * (Real.sin θ : ℂ) ^ 2)
        * trace (proj 2 * spin a * proj 2 * spin a) := by
    intro a
    simp only [level, moment, hM, Real.cos_add_pi_div_two, Real.sin_add_pi_div_two,
      Complex.ofReal_neg, fromBlocks_multiply, htr, mul_zero, add_zero, zero_add,
      smul_mul_assoc, mul_smul_comm, mul_add, add_mul, trace_add, trace_smul, smul_eq_mul,
      smul_add, ← mul_assoc]
    ring
  rw [hB, lineStrength, Finset.sum_congr rfl fun a _ => ht a, ← Finset.mul_sum,
    spin_strengths.1]
  ring

end

end SpinOneLineStrengths
```

```lean
#print axioms SpinOneLineStrengths.level_projector
#print axioms SpinOneLineStrengths.m1_strengths
```

```
'SpinOneLineStrengths.level_projector' depends on axioms: [propext, Classical.choice, Quot.sound]
'SpinOneLineStrengths.m1_strengths' depends on axioms: [propext, Classical.choice, Quot.sound]
```

## A larger model, and use in a spectrum code

A fuller model would start from the 15 antisymmetric two-electron states of p² and a Hamiltonian with electron repulsion and spin-orbit coupling. The angle θ would then be computed from the radial parameters, and the block form of the moment would be derived. The ratio 3 cos²θ would stay the same, since p² has just two J = 2 levels. Mixing with other configurations, or relativistic corrections to the operator L + 2S, could change it.

In an atomic structure code restricted to p², θ comes from diagonalising the 2 × 2 block for J = 2, and the strengths are sums of squared matrix elements over substates. M1 decay rates carry a further factor of the photon frequency cubed. Both lines share the upper level, so in this model their M1 rate ratio is 3 cos²θ times the cube of the frequency ratio; electric quadrupole contributions are separate.
